# A polynomial in q and p of degree at most n + 1 has partial derivatives of degree at most n

For one canonical pair, let f be a polynomial in the position q and the momentum p, with coefficients in any field. The lemma `partial_degree_le` says that if f has total degree at most n + 1, where n is a natural number, then its partial derivative with respect to either variable has total degree at most n. The proof reads both degree bounds as conditions on the monomials that occur. A monomial with exponents `m` in the derivative must come from a monomial of f whose exponent of the chosen variable is one higher. The exponents of that monomial add up to `m 0 + m 1 + 1`, which is at most n + 1, and the bound on the derivative follows.

As first written in Lean, the proof fails:

```lean
import Mathlib

open MvPolynomial

namespace PoissonGeneration

noncomputable section

variable {K : Type*} [Field K]

/-- Polynomials on a phase space with one canonical pair: `X 0` is the position `q` and
`X 1` is the momentum `p`. -/
abbrev PhasePoly (K : Type*) [Field K] := MvPolynomial (Fin 2) K

/-- A polynomial has degree at most `n` exactly when each monomial occurring in it has
its powers of `q` and `p` adding up to at most `n`. -/
theorem degree_le_iff {f : PhasePoly K} {n : ℕ} :
    f.totalDegree ≤ n ↔ ∀ m, coeff m f ≠ 0 → m 0 + m 1 ≤ n := by
  have e : ∀ m : Fin 2 →₀ ℕ, (m.sum fun _ k => k) = m 0 + m 1 := fun m => by
    rw [Finsupp.sum_fintype _ _ (fun _ => rfl), Fin.sum_univ_two]
  constructor
  · intro h m hm
    have h1 := le_totalDegree (mem_support_iff.2 hm)
    rw [e] at h1
    omega
  · intro h
    unfold totalDegree
    exact Finset.sup_le fun m hm => (e m).le.trans (h m (mem_support_iff.1 hm))

/-- The coefficients of a partial derivative in terms of those of the original polynomial. -/
theorem coeff_partial (i : Fin 2) (f : PhasePoly K) (m : Fin 2 →₀ ℕ) :
    coeff m (pderiv i f) = coeff (m + Finsupp.single i 1) f * ((m i : K) + 1) := by
  refine MvPolynomial.induction_on' f ?_ ?_
  · intro s a
    rw [pderiv_monomial, coeff_monomial, coeff_monomial]
    by_cases h : s = m + Finsupp.single i 1
    · subst h
      simp
    · rw [if_neg h]
      by_cases h0 : s i = 0
      · simp [h0]
      · rw [if_neg, zero_mul]
        intro h'
        apply h
        rw [← h']
        exact (tsub_add_cancel_of_le
          (Finsupp.single_le_iff.2 (Nat.one_le_iff_ne_zero.2 h0))).symm
  · intro g h hg hh
    rw [map_add, coeff_add, coeff_add, hg, hh, add_mul]

/-- A partial derivative of a polynomial of degree at most `n + 1` has degree at most `n`. -/
theorem partial_degree_le {f : PhasePoly K} {n : ℕ} (i : Fin 2)
    (hf : f.totalDegree ≤ n + 1) : (pderiv i f).totalDegree ≤ n := by
  rw [degree_le_iff] at hf ⊢
  intro m hm
  have h := hf (m + Finsupp.single i 1)
    (fun h0 => hm (by rw [coeff_partial, h0, zero_mul]))
  have e : (m + Finsupp.single i 1) 0 + (m + Finsupp.single i 1) 1 = m 0 + m 1 + 1 := by
    fin_cases i <;> simp <;> omega
  omega

end

end PoissonGeneration
```

The compiler's answer:

```
Main.lean:58:11: error: Function expected at
  m + fun₀ | i => 1
but this term has type
  ?m.102

Note: Expected a function because this term is being applied to the argument
  0
Main.lean:58:40: error: Function expected at
  m + fun₀ | i => 1
but this term has type
  ?m.112

Note: Expected a function because this term is being applied to the argument
  1
```

What went wrong. Both messages concern the statement of the auxiliary equation `e`, and they are the same complaint about its two applications, to `0` and to `1`. The exponents `m + Finsupp.single i 1` are a finitely supported function, which Lean can apply to an index only once it knows the type and can find the coercion to a function. The type of `m` is known, but the numeral `1` has no type of its own, so `Finsupp.single i 1` is at first a finitely supported function on `Fin 2` with values in an unknown type. Lean's `+` allows the two summands and the result to have different types and obtains the type of the result from an instance, which it cannot yet choose while one summand is undetermined. The sum stands at the head of an application, where nothing outside it says what its type should be, so that type is still open when the application needs it: the messages show it as the unknowns `?m.102` and `?m.112`. The same expression causes no trouble in `hf (m + Finsupp.single i 1)`, because `hf` expects an argument of a known type.

The repair writes the type `Fin 2 →₀ ℕ` on each sum. That fixes the type of the result, so the coercion to a function is found and both sums can be applied to an index; the numeral is then resolved as a natural number. The line break before `= m 0 + m 1 + 1` is only layout, and the proof of `e` is unchanged.

This version goes through:

```diff
@@ -56,5 +56,6 @@
   have h := hf (m + Finsupp.single i 1)
     (fun h0 => hm (by rw [coeff_partial, h0, zero_mul]))
-  have e : (m + Finsupp.single i 1) 0 + (m + Finsupp.single i 1) 1 = m 0 + m 1 + 1 := by
+  have e : (m + Finsupp.single i 1 : Fin 2 →₀ ℕ) 0 + (m + Finsupp.single i 1 : Fin 2 →₀ ℕ) 1
+      = m 0 + m 1 + 1 := by
     fin_cases i <;> simp <;> omega
   omega
```
